# For a two-level system, expectation value one of σ_y is reached by (1 + σ_y)/2 and by no real density matrix

The setting is a two-level system with 2 × 2 complex matrices, where `ensembles N ρ` is the set of positive semidefinite matrices Γ of trace one with tr(Γ N i) = ρ i for every index i; here there is a single index, the observable `sigmaY` and the value 1. The theorem states three things: σ_y is Hermitian, the matrix `gammaY` = (1 + σ_y)/2 is a normalised density matrix with tr(Γ σ_y) = 1, and no real 2 × 2 matrix P, read as a complex matrix through `cx`, lies in that set. The attempt checks Hermiticity entry by entry and obtains positivity from the identity `gammaYᴴ * gammaY = gammaY` together with `posSemidef_conjTranspose_mul_self`. The two traces are computed by `simp` and `norm_num`, and the real case is refuted by taking the real part of tr(P σ_y) = 1.

An attempt in Lean 4 with a fault in it:

```lean
import Mathlib

open Matrix
open scoped ComplexOrder

namespace RealEnsembleSearch

variable {n ι : Type*} [Fintype n]

/-- A real matrix regarded as a complex matrix. -/
def cx (A : Matrix n n ℝ) : Matrix n n ℂ := A.map (fun x => (x : ℂ))

/-- Complex density matrices `Γ` with `tr (Γ N i) = ρ i` at every site `i`. -/
def ensembles (N : ι → Matrix n n ℂ) (ρ : ι → ℝ) : Set (Matrix n n ℂ) :=
  {Γ | Γ.PosSemidef ∧ trace Γ = 1 ∧ ∀ i, trace (Γ * N i) = (ρ i : ℂ)}

/-- The Pauli matrix `σ_y`. -/
def sigmaY : Matrix (Fin 2) (Fin 2) ℂ := !![0, -Complex.I; Complex.I, 0]

/-- The matrix `(1 + σ_y) / 2`. -/
noncomputable def gammaY : Matrix (Fin 2) (Fin 2) ℂ :=
  !![1 / 2, -Complex.I / 2; Complex.I / 2, 1 / 2]

/-- For the Hermitian observable `σ_y`, the density matrix `(1 + σ_y) / 2` has expectation
value one, and no real density matrix has. -/
theorem complex_observable_needs_complex_ensemble :
    sigmaY.IsHermitian ∧ gammaY ∈ ensembles (fun _ : Unit => sigmaY) (fun _ => 1) ∧
      ∀ P : Matrix (Fin 2) (Fin 2) ℝ,
        cx P ∉ ensembles (fun _ : Unit => sigmaY) (fun _ => 1) := by
  refine ⟨?_, ⟨?_, ?_, fun _ => ?_⟩, fun P h => ?_⟩
  · ext i j
    fin_cases i <;> fin_cases j <;> simp [sigmaY]
  · have e : gammaYᴴ * gammaY = gammaY := by
      ext i j
      fin_cases i <;> fin_cases j <;>
        simp [gammaY, mul_apply, Fin.sum_univ_two, Complex.ext_iff] <;> norm_num
    rw [← e]
    exact posSemidef_conjTranspose_mul_self _
  · simp [gammaY, trace, Fin.sum_univ_two, Complex.ext_iff] <;> norm_num
  · simp [gammaY, sigmaY, trace, mul_apply, Fin.sum_univ_two, Complex.ext_iff] <;> norm_num
  · have h1 := congrArg Complex.re (h.2.2 ())
    simp [sigmaY, cx, trace, mul_apply, Fin.sum_univ_two] at h1

end RealEnsembleSearch
```

The compiler's answer:

```
Main.lean:33:42: error: unsolved goals
case «0».«0»
⊢ 1 / 4 + -((-Complex.I / (starRingEnd ℂ) 2).im * (1 / 2)) = 1 / 2 ∧ (-Complex.I / (starRingEnd ℂ) 2).re = 0

case «0».«1»
⊢ (-Complex.I / (starRingEnd ℂ) 2).re = 0 ∧ -(1 / 4) + (-Complex.I / (starRingEnd ℂ) 2).im * (1 / 2) = -(1 / 2)

case «1».«0»
⊢ (Complex.I / (starRingEnd ℂ) 2).re = 0 ∧ (Complex.I / (starRingEnd ℂ) 2).im * (1 / 2) + 1 / 4 = 1 / 2

case «1».«1»
⊢ (Complex.I / (starRingEnd ℂ) 2).im * (1 / 2) + 1 / 4 = 1 / 2 ∧ (Complex.I / (starRingEnd ℂ) 2).re = 0
Main.lean:40:33: warning: This simp argument is unused:
  mul_apply

Hint: Omit it from the simp argument list.
  [apply] simp [gammaY, sigmaY, trace, Fin.sum_univ_two, Complex.ext_iff]

Note: This linter can be disabled with `set_option linter.unusedSimpArgs false`
```

Lean accepts the file once it reads:

```diff
@@ -31,12 +31,15 @@
   · ext i j
     fin_cases i <;> fin_cases j <;> simp [sigmaY]
-  · have e : gammaYᴴ * gammaY = gammaY := by
+  · have h2 : (starRingEnd ℂ) 2 = 2 := Complex.ext (by simp) (by simp)
+    have e : gammaYᴴ * gammaY = gammaY := by
       ext i j
       fin_cases i <;> fin_cases j <;>
-        simp [gammaY, mul_apply, Fin.sum_univ_two, Complex.ext_iff] <;> norm_num
+        simp [gammaY, mul_apply, Fin.sum_univ_two, Complex.ext_iff, h2] <;> norm_num
     rw [← e]
     exact posSemidef_conjTranspose_mul_self _
-  · simp [gammaY, trace, Fin.sum_univ_two, Complex.ext_iff] <;> norm_num
-  · simp [gammaY, sigmaY, trace, mul_apply, Fin.sum_univ_two, Complex.ext_iff] <;> norm_num
+  · simp [gammaY, trace, Fin.sum_univ_two, Complex.ext_iff]
+    norm_num
+  · simp [gammaY, sigmaY, trace, Fin.sum_univ_two, Complex.ext_iff]
+    norm_num
   · have h1 := congrArg Complex.re (h.2.2 ())
     simp [sigmaY, cx, trace, mul_apply, Fin.sum_univ_two] at h1
```

What went wrong. The error lies in the proof of `e`, whose four goals are the four entries of `gammaYᴴ * gammaY = gammaY`, each split by `Complex.ext_iff` into a real and an imaginary equation. The conjugate transpose conjugates entries such as `Complex.I / 2`; `simp` pushed the conjugation into numerator and denominator, but left the denominator as `(starRingEnd ℂ) 2`. With that term unevaluated, the real and imaginary parts of `±Complex.I / (starRingEnd ℂ) 2` were not reduced to numbers, and `norm_num` could not close the equations. The repair proves `h2 : (starRingEnd ℂ) 2 = 2` by `Complex.ext`, comparing real and imaginary parts with `simp`, and adds it to the simp set. The denominators then become the numeral `2`, and the four entries reduce to arithmetic that `simp` and `norm_num` finish.

The warning says that `mul_apply` was not used in the `simp` call for tr(Γ σ_y); deleting it is tidying. Replacing `<;> norm_num` by `norm_num` on its own line in the two trace goals is also tidying, asked for by no message.
